# Periodic sinc functions on 2M+1 equally spaced points are cardinal, orthogonal and exact up to degree M

Q: Suppose I store a wavefunction on a ring as its values on a grid. If the functions attached to the grid points don't vanish at one another's points, those values are in general not the expansion coefficients. If the functions aren't orthogonal, a non-diagonal overlap matrix enters the variational matrix form of the Schrödinger equation. Do the periodic sinc functions avoid both problems?

A: Yes, on a grid of $N=2M+1$ equally spaced points, for wavefunctions built from the plane waves $e^{inx}$ with integer $|n|\le M$. Fix $M\ge 0$ and start with the wave $e^{inx}$ for an arbitrary integer frequency $n$.

```lean
import Mathlib

open scoped ComplexConjugate

namespace PeriodicSincDVR

noncomputable section

/-- The plane wave `exp (i n x)` with integer frequency `n`. -/
def wave (n : ℤ) (x : ℝ) : ℂ := Complex.exp (((n * x : ℝ) : ℂ) * Complex.I)
```

The grid points are $x_j=2\pi j/N$. The type `Fin (2 * M + 1)` makes $j$ run from $0$ to $2M$, so the endpoint $2\pi$ is not counted twice.

```lean
/-- The grid point `x_j = 2 π j / N` with `N = 2 M + 1`. -/
def grid (M : ℕ) (j : Fin (2 * M + 1)) : ℝ := 2 * Real.pi * ((j : ℕ) : ℝ) / (2 * M + 1)
```

The Dirichlet kernel is $D_M(x)=\sum_{|n|\le M}e^{inx}$, and the basis functions are $s_j(x)=D_M(x-x_j)/N$.

```lean
/-- The Dirichlet kernel: the sum of all plane waves with frequencies from `-M` to `M`. -/
def dirichlet (M : ℕ) (x : ℝ) : ℂ := ∑ n ∈ Finset.Icc (-(M : ℤ)) M, wave n x

/-- The periodic sinc function `s_j`: the Dirichlet kernel centred at `x_j`, divided by `N`. -/
def sincFn (M : ℕ) (j : Fin (2 * M + 1)) (x : ℝ) : ℂ :=
  dirichlet M (x - grid M j) / (2 * M + 1)
```

Q: And how are the allowed wavefunctions written?

A: Sums $f(x)=\sum_{|n|\le M}c_n e^{inx}$ with arbitrary complex $c_n$. Lean takes `c : ℤ → ℂ`, but only the values with $|n|\le M$ enter.

```lean
/-- The trigonometric polynomial of degree at most `M` with Fourier coefficients `c n`. -/
def trigPoly (M : ℕ) (c : ℤ → ℂ) (x : ℝ) : ℂ :=
  ∑ n ∈ Finset.Icc (-(M : ℤ)) M, c n * wave n x
```

The period is $2\pi$ and the number of points is odd; even grids are not treated. Nor are Hamiltonian matrix elements: a diagonal potential matrix is in general a further approximation, because multiplying by $V(x)$ can bring in higher frequencies.

Q: What does the grid know about plane waves?

A: Two phase rules come first: $\overline{e^{imx}}\,e^{inx}=e^{i(n-m)x}$ and $e^{in(x-y)}=e^{inx}\,\overline{e^{iny}}$.

```lean
/-- The conjugate of one plane wave times another is the plane wave of the frequency
difference. -/
theorem wave_conj_mul (m n : ℤ) (x : ℝ) : conj (wave m x) * wave n x = wave (n - m) x := by
  simp only [wave]
  rw [← Complex.exp_conj, ← Complex.exp_add, map_mul, Complex.conj_ofReal, Complex.conj_I]
  congr 1
  push_cast
  ring

/-- Translating a plane wave by `y` multiplies it by the conjugate phase at `y`. -/
theorem wave_sub (n : ℤ) (x y : ℝ) : wave n (x - y) = wave n x * conj (wave n y) := by
  simp only [wave]
  rw [← Complex.exp_conj, ← Complex.exp_add, map_mul, Complex.conj_ofReal, Complex.conj_I]
  congr 1
  push_cast
  ring
```

Now take $|p|\le 2M$ and set $\zeta=e^{2\pi ip/N}$, so that $e^{ipx_j}=\zeta^j$. If $p=0$, the grid sum is $N$. Otherwise $\zeta\ne1$, since $N$ cannot divide a nonzero $p$ with $|p|<N$. As $\zeta^N=1$,
$$(\zeta-1)\sum_{j=0}^{N-1}\zeta^j=\zeta^N-1=0,$$
and the sum vanishes. In the proof, `hpow`, `h1` and `h2` supply these facts about $\zeta$, and `geom_sum_mul` is the displayed identity.

```lean
/-- Discrete orthogonality: for `|p| ≤ 2 M` the grid sum of the plane wave of frequency `p`
is `N` if `p = 0` and vanishes otherwise. -/
theorem sum_wave_grid (M : ℕ) (p : ℤ) (hp : |p| ≤ 2 * M) :
    ∑ j, wave p (grid M j) = if p = 0 then (2 * M + 1 : ℂ) else 0 := by
  split_ifs with h
  · subst h
    simp [wave]
  · have hN : (2 * (M : ℂ) + 1) ≠ 0 := by exact_mod_cast (by omega : 2 * M + 1 ≠ 0)
    obtain ⟨ζ, hζ⟩ : ∃ ζ : ℂ,
      ζ = Complex.exp (2 * Real.pi * Complex.I * p / (2 * M + 1)) := ⟨_, rfl⟩
    have hpow : ∀ j : Fin (2 * M + 1), wave p (grid M j) = ζ ^ (j : ℕ) := by
      intro j
      rw [hζ, ← Complex.exp_nat_mul]
      simp only [wave, grid]
      congr 1
      push_cast
      ring
    -- the phase is an N-th root of unity different from one
    have h1 : ζ ^ (2 * M + 1) = 1 := by
      rw [hζ, ← Complex.exp_nat_mul, Complex.exp_eq_one_iff]
      refine ⟨p, ?_⟩
      push_cast
      rw [mul_div_assoc', mul_div_cancel_left₀ _ hN]
      ring
    have h2 : ζ ≠ 1 := by
      intro h1
      rw [hζ, Complex.exp_eq_one_iff] at h1
      obtain ⟨q, hq⟩ := h1
      rw [div_eq_iff hN] at hq
      have hc : (p : ℂ) = q * (2 * M + 1) :=
        mul_left_cancel₀ Complex.two_pi_I_ne_zero (by linear_combination hq)
      have hz : p = q * (2 * M + 1) := by exact_mod_cast hc
      obtain ⟨ha, hb⟩ := abs_le.mp hp
      have hM : (0 : ℤ) ≤ M := Int.natCast_nonneg M
      rcases lt_trichotomy q 0 with h0 | h0 | h0
      · nlinarith
      · exact h (by rw [hz, h0, zero_mul])
      · nlinarith
    rw [Finset.sum_congr rfl (fun j _ => hpow j),
      Fin.sum_univ_eq_sum_range (fun i => ζ ^ i) (2 * M + 1)]
    have hg := geom_sum_mul ζ (2 * M + 1)
    rw [h1, sub_self] at hg
    exact (mul_eq_zero.mp hg).resolve_right (sub_ne_zero.mpr h2)
```

Q: Where does the sinc shape appear?

A: In the closed form of $D_M$. Each term is a difference,
$$e^{inx}\sin\tfrac x2=\frac{e^{i(n+1/2)x}-e^{i(n-1/2)x}}{2i},$$
so the sum over $n$ telescopes to
$$D_M(x)\sin\tfrac x2=\frac{e^{i(M+1/2)x}-e^{-i(M+1/2)x}}{2i}=\sin\big((M+\tfrac12)x\big).$$
Lean relabels $n=k-M$ and proves the difference formula as `step`. Stating the result as a product avoids dividing by zero at $x=0$.

```lean
/-- Closed form of the Dirichlet kernel: `D_M(x) sin (x/2) = sin ((M + 1/2) x)`. -/
theorem dirichlet_mul_sin (M : ℕ) (x : ℝ) :
    dirichlet M x * (Real.sin (x / 2) : ℂ) = (Real.sin ((M + 1 / 2) * x) : ℂ) := by
  have hs : dirichlet M x = ∑ k ∈ Finset.range (2 * M + 1), wave ((k : ℤ) - M) x := by
    unfold dirichlet
    refine Finset.sum_nbij' (fun n => (n + (M : ℤ)).toNat) (fun k => (k : ℤ) - M)
      ?_ ?_ ?_ ?_ ?_
    · intro n hn
      simp only [Finset.mem_Icc, Finset.mem_range] at hn ⊢
      omega
    · intro k hk
      simp only [Finset.mem_Icc, Finset.mem_range] at hk ⊢
      omega
    · intro n hn
      rw [Finset.mem_Icc] at hn
      show ((n + (M : ℤ)).toNat : ℤ) - M = n
      omega
    · intro k _
      show ((k : ℤ) - M + M).toNat = k
      omega
    · intro n hn
      rw [Finset.mem_Icc] at hn
      have e : ((n + (M : ℤ)).toNat : ℤ) - M = n := by omega
      show wave n x = wave (((n + (M : ℤ)).toNat : ℤ) - M) x
      rw [e]
  obtain ⟨G, hG⟩ : ∃ G : ℕ → ℂ, ∀ k, G k =
    Complex.exp (((k : ℂ) - M - 1 / 2) * x * Complex.I) * (-Complex.I / 2) :=
    ⟨_, fun _ => rfl⟩
  -- each term is a difference of neighbouring half-integer waves
  have step : ∀ k : ℕ,
      wave ((k : ℤ) - M) x * (Real.sin (x / 2) : ℂ) = G (k + 1) - G k := by
    intro k
    have e1 : Complex.exp ((((k + 1 : ℕ) : ℂ) - M - 1 / 2) * x * Complex.I)
        = wave ((k : ℤ) - M) x * Complex.exp (((x / 2 : ℝ) : ℂ) * Complex.I) := by
      rw [wave, ← Complex.exp_add]
      congr 1
      push_cast
      ring
    have e2 : Complex.exp (((k : ℂ) - M - 1 / 2) * x * Complex.I)
        = wave ((k : ℤ) - M) x * Complex.exp (-((x / 2 : ℝ) : ℂ) * Complex.I) := by
      rw [wave, ← Complex.exp_add]
      congr 1
      push_cast
      ring
    rw [hG, hG, e1, e2, Complex.ofReal_sin, Complex.sin]
    ring
  have e1 : (((2 * M + 1 : ℕ) : ℂ) - M - 1 / 2) * x * Complex.I
      = (((M + 1 / 2) * x : ℝ) : ℂ) * Complex.I := by
    push_cast
    ring
  have e2 : (((0 : ℕ) : ℂ) - M - 1 / 2) * x * Complex.I
      = -(((M + 1 / 2) * x : ℝ) : ℂ) * Complex.I := by
    push_cast
    ring
  rw [hs, Finset.sum_mul, Finset.sum_congr rfl (fun k _ => step k), Finset.sum_range_sub,
    hG, hG, e1, e2, Complex.ofReal_sin, Complex.sin]
  ring
```

Q: Then $s_j(x_k)=\delta_{jk}$ should follow.

A: It does. For $j=k$, $D_M(0)$ is a sum of $N$ ones, so $s_j(x_j)=1$. For $j\ne k$, put $x=x_k-x_j$. Then $(M+\tfrac12)x=\pi(k-j)$, whose sine is zero (`hR`). But $x/2=\pi(k-j)/N$ is nonzero and lies strictly between $-\pi$ and $\pi$, so $\sin(x/2)\neq0$ (`hS`). Hence $D_M(x)=0$.

```lean
/-- Cardinal property: `s_j` equals one at its own grid point and zero at all others. -/
theorem sincFn_grid (M : ℕ) (j k : Fin (2 * M + 1)) :
    sincFn M j (grid M k) = if j = k then 1 else 0 := by
  split_ifs with h
  · subst h
    have hN : (2 * (M : ℂ) + 1) ≠ 0 := by exact_mod_cast (by omega : 2 * M + 1 ≠ 0)
    have hc : (Finset.Icc (-(M : ℤ)) M).card = 2 * M + 1 := by
      rw [Int.card_Icc]
      omega
    have hw : ∀ n, wave n 0 = 1 := by
      intro n
      simp [wave]
    have h0 : dirichlet M 0 = 2 * M + 1 := by
      simp only [dirichlet, hw, Finset.sum_const, hc, nsmul_eq_mul, mul_one]
      push_cast
      rfl
    rw [sincFn, sub_self, h0, div_self hN]
  · have hpos : (0 : ℝ) < 2 * M + 1 := by positivity
    have hg : ∀ i, grid M i * (2 * M + 1) = 2 * Real.pi * ((i : ℕ) : ℝ) :=
      fun i => div_mul_cancel₀ _ hpos.ne'
    have hlo : ∀ i, 0 ≤ grid M i := by
      intro i
      have := Real.pi_pos
      unfold grid
      positivity
    have hhi : ∀ i, grid M i < 2 * Real.pi := by
      intro i
      have hi : ((i : ℕ) : ℝ) < 2 * M + 1 := by exact_mod_cast i.isLt
      unfold grid
      rw [div_lt_iff₀ hpos]
      exact mul_lt_mul_of_pos_left hi Real.two_pi_pos
    -- the numerator of the closed form vanishes, the denominator does not
    have hR : Real.sin ((M + 1 / 2) * (grid M k - grid M j)) = 0 := by
      have e : (M + 1 / 2) * (grid M k - grid M j)
          = ((((k : ℕ) : ℤ) - ((j : ℕ) : ℤ) : ℤ) : ℝ) * Real.pi := by
        push_cast
        linear_combination (1 / 2) * hg k - (1 / 2) * hg j
      rw [e, Real.sin_int_mul_pi]
    have hS : Real.sin ((grid M k - grid M j) / 2) ≠ 0 := by
      rw [Ne, Real.sin_eq_zero_iff_of_lt_of_lt (by linarith [hlo k, hhi j])
        (by linarith [hlo j, hhi k])]
      intro h0
      have e : ((k : ℕ) : ℝ) = ((j : ℕ) : ℝ) :=
        mul_left_cancel₀ Real.two_pi_pos.ne'
          (by linear_combination hg j - hg k + 2 * (2 * M + 1) * h0)
      exact h (Fin.ext (by exact_mod_cast e.symm))
    have hc := dirichlet_mul_sin M (grid M k - grid M j)
    rw [hR, Complex.ofReal_zero] at hc
    rw [sincFn, (mul_eq_zero.mp hc).resolve_right (Complex.ofReal_ne_zero.mpr hS), zero_div]
```

Q: Your $s_j$ is complex-valued in Lean. Shouldn't the overlap integral contain a conjugate?

A: It makes no difference, because $s_j$ is real: conjugation exchanges $n$ and $-n$ in $D_M$.

```lean
/-- The periodic sinc functions are real-valued. -/
theorem sincFn_real (M : ℕ) (j : Fin (2 * M + 1)) (x : ℝ) :
    conj (sincFn M j x) = sincFn M j x := by
  have hd : ∀ y, conj (dirichlet M y) = dirichlet M y := by
    intro y
    unfold dirichlet
    rw [map_sum]
    -- conjugation exchanges the frequencies n and -n
    refine Finset.sum_nbij' (fun n => -n) (fun n => -n) ?_ ?_ (fun n _ => neg_neg n)
      (fun n _ => neg_neg n) ?_
    · intro n hn
      simp only [Finset.mem_Icc] at hn ⊢
      omega
    · intro n hn
      simp only [Finset.mem_Icc] at hn ⊢
      omega
    · intro n _
      have e := wave_conj_mul n 0 y
      have e0 : wave 0 y = 1 := by simp [wave]
      rw [e0, mul_one, zero_sub] at e
      exact e
  have hN : (2 * (M : ℂ) + 1) = ((2 * M + 1 : ℕ) : ℂ) := by norm_num
  rw [sincFn, map_div₀, hd, hN, map_natCast]
```

Q: Is the integral a true integral, or a grid sum in disguise?

A: It is the true integral over $[0,2\pi]$, and its equality with the grid sum is proved. For $f=\sum_m c_me^{imx}$ and $g=\sum_n d_ne^{inx}$, with both frequencies within $M$,
$$\int_0^{2\pi}\bar f g\,dx=\sum_{m,n}\bar c_m d_n\int_0^{2\pi}e^{i(n-m)x}dx=2\pi\sum_m\bar c_m d_m.$$
The rule $\frac{2\pi}{N}\sum_l \bar f(x_l)g(x_l)$ gives the same value, since $|n-m|\le2M$ and the grid sum of $e^{i(n-m)x_l}$ is $N\delta_{mn}$. Lean expands the product in `hexp`, integrates each wave in `hint`, and compares term by term.

```lean
/-- The grid rule with equal weights `2 π / N` gives the exact inner product over a period
of two trigonometric polynomials of degree at most `M`. -/
theorem inner_eq_grid_sum (M : ℕ) (c d : ℤ → ℂ) :
    ∫ x in (0 : ℝ)..(2 * Real.pi), conj (trigPoly M c x) * trigPoly M d x
      = 2 * Real.pi / (2 * M + 1)
        * ∑ l, conj (trigPoly M c (grid M l)) * trigPoly M d (grid M l) := by
  have hN : (2 * (M : ℂ) + 1) ≠ 0 := by exact_mod_cast (by omega : 2 * M + 1 ≠ 0)
  have hexp : ∀ x, conj (trigPoly M c x) * trigPoly M d x
      = ∑ m ∈ Finset.Icc (-(M : ℤ)) M, ∑ n ∈ Finset.Icc (-(M : ℤ)) M,
        conj (c m) * d n * wave (n - m) x := by
    intro x
    simp only [trigPoly, map_sum, map_mul, Finset.sum_mul_sum]
    refine Finset.sum_congr rfl fun m _ => Finset.sum_congr rfl fun n _ => ?_
    rw [← wave_conj_mul]
    ring
  have hcont : ∀ p, Continuous (wave p) := by
    intro p
    unfold wave
    fun_prop
  have hint : ∀ p : ℤ, ∫ x in (0 : ℝ)..(2 * Real.pi), wave p x
      = if p = 0 then (2 * Real.pi : ℂ) else 0 := by
    intro p
    split_ifs with h
    · subst h
      simp [wave]
    · have hc : (p : ℂ) * Complex.I ≠ 0 :=
        mul_ne_zero (by exact_mod_cast h) Complex.I_ne_zero
      have hw : ∀ x, wave p x = Complex.exp ((p : ℂ) * Complex.I * x) := by
        intro x
        rw [wave]
        congr 1
        push_cast
        ring
      have e : Complex.exp ((p : ℂ) * Complex.I * ((2 * Real.pi : ℝ) : ℂ)) = 1 :=
        Complex.exp_eq_one_iff.mpr ⟨p, by push_cast; ring⟩
      simp_rw [hw]
      rw [integral_exp_mul_complex hc, e]
      simp
  have hi : ∀ m n : ℤ, IntervalIntegrable (fun x => conj (c m) * d n * wave (n - m) x)
      MeasureTheory.volume 0 (2 * Real.pi) := fun m n =>
    Continuous.intervalIntegrable (continuous_const.mul (hcont (n - m))) _ _
  have ho : ∀ m ∈ Finset.Icc (-(M : ℤ)) M, IntervalIntegrable
      (fun x => ∑ n ∈ Finset.Icc (-(M : ℤ)) M, conj (c m) * d n * wave (n - m) x)
      MeasureTheory.volume 0 (2 * Real.pi) := fun m _ =>
    Continuous.intervalIntegrable
      (continuous_finsetSum _ fun n _ => continuous_const.mul (hcont (n - m))) _ _
  simp_rw [hexp]
  rw [intervalIntegral.integral_finsetSum ho, Finset.sum_comm, Finset.mul_sum]
  refine Finset.sum_congr rfl fun m hm => ?_
  rw [intervalIntegral.integral_finsetSum (fun n _ => hi m n), Finset.sum_comm,
    Finset.mul_sum]
  refine Finset.sum_congr rfl fun n hn => ?_
  rw [Finset.mem_Icc] at hm hn
  -- frequency differences stay within 2M, where integral and grid sum agree
  rw [intervalIntegral.integral_const_mul, ← Finset.mul_sum, hint,
    sum_wave_grid M _ (abs_le.mpr ⟨by omega, by omega⟩)]
  split_ifs
  · rw [div_mul_eq_mul_div, eq_div_iff hN]
    ring
  · simp
```

Since $s_j$ has coefficients $e^{-inx_j}/N$, the rule applies to it:
$$\int_0^{2\pi}s_js_k\,dx=\frac{2\pi}{N}\sum_l\delta_{jl}\delta_{kl}=\frac{2\pi}{N}\delta_{jk}.$$
The normalised functions are therefore $\sqrt{N/2\pi}\,s_j$.

```lean
/-- Orthogonality: the integral of `s_j s_k` over a period is `2 π / N` for `j = k` and zero
otherwise. -/
theorem sincFn_orthogonal (M : ℕ) (j k : Fin (2 * M + 1)) :
    ∫ x in (0 : ℝ)..(2 * Real.pi), sincFn M j x * sincFn M k x
      = if j = k then (2 * Real.pi / (2 * M + 1) : ℂ) else 0 := by
  have hp : ∀ i x, sincFn M i x
      = trigPoly M (fun n => conj (wave n (grid M i)) / (2 * M + 1)) x := by
    intro i x
    simp only [sincFn, dirichlet, trigPoly, Finset.sum_div, wave_sub]
    refine Finset.sum_congr rfl fun n _ => ?_
    ring
  have h := inner_eq_grid_sum M (fun n => conj (wave n (grid M j)) / (2 * M + 1))
    (fun n => conj (wave n (grid M k)) / (2 * M + 1))
  simp only [← hp] at h
  simp only [sincFn_real, sincFn_grid] at h
  rw [h]
  by_cases hjk : j = k
  · subst hjk
    simp
  · simp [hjk]
```

Q: And the stored values recover $f$ between the grid points?

A: Yes. For one wave with $|m|\le M$,
$$\sum_j e^{imx_j}s_j(x)=\sum_{|n|\le M}\frac{e^{inx}}N\sum_j e^{i(m-n)x_j}=e^{imx}.$$
This is `hw`; multiplying by $c_m$ and summing gives $f=\sum_j f(x_j)s_j$. For one particle on a ring, restricted to these $N$ frequencies, the coefficients in the normalised basis are $\sqrt{2\pi/N}\,f(x_j)$.

```lean
/-- Sinc expansion: every trigonometric polynomial `f` of degree at most `M` equals the sum
of `f(x_j) s_j` over the grid. -/
theorem trigPoly_eq_sum_sincFn (M : ℕ) (c : ℤ → ℂ) (x : ℝ) :
    trigPoly M c x = ∑ j, trigPoly M c (grid M j) * sincFn M j x := by
  have hN : (2 * (M : ℂ) + 1) ≠ 0 := by exact_mod_cast (by omega : 2 * M + 1 ≠ 0)
  -- first for a single plane wave, by discrete orthogonality
  have hw : ∀ m ∈ Finset.Icc (-(M : ℤ)) M,
      ∑ j, wave m (grid M j) * sincFn M j x = wave m x := by
    intro m hm
    have h1 : ∀ j, wave m (grid M j) * sincFn M j x = ∑ n ∈ Finset.Icc (-(M : ℤ)) M,
        wave n x / (2 * M + 1) * wave (m - n) (grid M j) := by
      intro j
      rw [sincFn, dirichlet, Finset.sum_div, Finset.mul_sum]
      refine Finset.sum_congr rfl fun n _ => ?_
      rw [wave_sub, ← wave_conj_mul]
      ring
    rw [Finset.sum_congr rfl (fun j _ => h1 j), Finset.sum_comm,
      Finset.sum_eq_single_of_mem m hm]
    · rw [← Finset.mul_sum, sum_wave_grid M _ (by simp), if_pos (sub_self m),
        div_mul_cancel₀ _ hN]
    · intro n hn hne
      rw [Finset.mem_Icc] at hm hn
      rw [← Finset.mul_sum, sum_wave_grid M _ (abs_le.mpr ⟨by omega, by omega⟩),
        if_neg (sub_ne_zero.mpr hne.symm), mul_zero]
  -- then for all superpositions, by linearity
  simp only [trigPoly, Finset.sum_mul]
  rw [Finset.sum_comm]
  refine Finset.sum_congr rfl fun m hm => ?_
  rw [← hw m hm, Finset.mul_sum]
  exact Finset.sum_congr rfl fun j _ => by ring
```

Q: What if I allow one more frequency?

A: The expansion fails. Take $M=0$: the only grid point is $x_0=0$, and $s_0=1$. Constants are reproduced, but $e^{ix}$ has the value $1$ there and comes back as the constant $1$. For general $M$, the frequencies $M+1$ and $-M$ differ by $N$, and $e^{iNx_j}=e^{2\pi ij}=1$. The two waves agree on the grid, so the expansion returns $e^{-iMx}$ for both.

```lean
/-- Aliasing: the sinc expansion built from the grid values of the plane wave of frequency
`M + 1` is the plane wave of frequency `-M`. -/
theorem sincFn_aliasing (M : ℕ) (x : ℝ) :
    ∑ j, wave (M + 1) (grid M j) * sincFn M j x = wave (-M) x := by
  have hN : (2 * (M : ℂ) + 1) ≠ 0 := by exact_mod_cast (by omega : 2 * M + 1 ≠ 0)
  have ht : ∀ y, trigPoly M (fun n => if n = -(M : ℤ) then 1 else 0) y = wave (-M) y := by
    intro y
    simp [trigPoly]
  have h := trigPoly_eq_sum_sincFn M (fun n => if n = -(M : ℤ) then 1 else 0) x
  simp only [ht] at h
  rw [h]
  refine Finset.sum_congr rfl fun j _ => ?_
  -- the two waves coincide on the grid
  have e : wave (M + 1) (grid M j) = wave (-M) (grid M j) := by
    have hg : (grid M j : ℂ) * (2 * M + 1) = 2 * Real.pi * ((j : ℕ) : ℂ) := by
      simp only [grid]
      push_cast
      exact div_mul_cancel₀ _ hN
    rw [wave, wave, Complex.exp_eq_exp_iff_exists_int]
    refine ⟨((j : ℕ) : ℤ), ?_⟩
    push_cast
    linear_combination Complex.I * hg
  rw [e]

end

end PeriodicSincDVR
```

```lean
#print axioms PeriodicSincDVR.sincFn_orthogonal
-- 'PeriodicSincDVR.sincFn_orthogonal' depends on axioms: [propext, Classical.choice, Quot.sound]
#print axioms PeriodicSincDVR.sincFn_aliasing
-- 'PeriodicSincDVR.sincFn_aliasing' depends on axioms: [propext, Classical.choice, Quot.sound]
```
